# For a unit upper-component Dirac spinor and a constant vector potential A, the negative-energy sum with gap 2c² is the diamagnetic term |A|²/2

Spinors are complex vectors over a finite index set `m`, and operators are square matrices over the same set. The inner product ⟨x, y⟩ is conjugate-linear in x and is written `star x ⬝ᵥ y`. The matrix β separates upper components (βu = u) from lower ones (βu = −u), and the vectors n_i form an orthonormal basis of the −1 eigenspace.

```lean
import Mathlib

open Matrix

namespace DiamagneticClosure

noncomputable section

variable {m ι : Type*} [Fintype m] [DecidableEq m] [Fintype ι] [DecidableEq ι]

/-- The family `n` is an orthonormal basis of the `-1` eigenspace of `β`. -/
structure IsNegativeBasis (β : Matrix m m ℂ) (n : ι → m → ℂ) : Prop where
  neg : ∀ i, β *ᵥ n i = -n i
  orthonormal : ∀ i j, star (n i) ⬝ᵥ n j = if i = j then 1 else 0
  complete : ∀ x, β *ᵥ x = -x → ∃ a : ι → ℂ, x = ∑ i, a i • n i
```

Atomic units are used, so the electron mass is 1 and c is the speed of light. For operators V and W, the quantity of interest is

S(V, W; u, v) = Σ_i ⟨u, cV n_i⟩⟨n_i, cW v⟩ / (2c²).

This is a second-order perturbation sum in which every energy denominator is the rest-energy gap 2c². The gap is put into the definition, not derived from a Hamiltonian. "Negative-energy" accordingly refers to the −1 eigenspace of β, which holds the negative-energy states of a free particle at rest, and not to the negative-energy solutions in a nuclear potential.

```lean
/-- The matrix element `⟨x, M y⟩`. -/
def matEl (x : m → ℂ) (M : Matrix m m ℂ) (y : m → ℂ) : ℂ := star x ⬝ᵥ (M *ᵥ y)

/-- The sum over the states `n` of `⟨u, cV n⟩⟨n, cW v⟩ / (2c²)`. -/
def negativeSum (n : ι → m → ℂ) (c : ℝ) (V W : Matrix m m ℂ) (u v : m → ℂ) : ℂ :=
  ∑ i, matEl u ((c : ℂ) • V) (n i) * matEl (n i) ((c : ℂ) • W) v / (2 * (c : ℂ) ^ 2)
```

## A Hermitian involution β with a complete set of lower states

Hermiticity (`hβ`) makes the upper and lower spaces orthogonal, and β² = 1 (`hsq`) says that together they make up the whole space. The basis hypothesis (`hn`) says that no lower state is missing from the sum.

By hand, take any y. Since β² = 1, β(y − βy) = βy − y, so y − βy lies in the −1 eigenspace. Completeness gives coefficients a_i with

y − βy = Σ_i a_i n_i.

By Hermiticity, ⟨n_i, βy⟩ = ⟨βn_i, y⟩ = −⟨n_i, y⟩. Taking the inner product of the expansion with n_i and using orthonormality gives a_i = 2⟨n_i, y⟩. Hence

Σ_i ⟨x, n_i⟩⟨n_i, y⟩ = ⟨x, y − βy⟩/2,

which says that Σ_i |n_i⟩⟨n_i| is the projector (1 − β)/2.

```lean
/-- The negative-energy states resolve the projector `(1 - β)/2`. -/
theorem negative_projector {β : Matrix m m ℂ} {n : ι → m → ℂ} (hβ : β.IsHermitian)
    (hsq : β * β = 1) (hn : IsNegativeBasis β n) (x y : m → ℂ) :
    ∑ i, (star x ⬝ᵥ n i) * (star (n i) ⬝ᵥ y) = (star x ⬝ᵥ (y - β *ᵥ y)) / 2 := by
  have hy : β *ᵥ (β *ᵥ y) = y := by rw [Matrix.mulVec_mulVec, hsq, Matrix.one_mulVec]
  -- the vector y - βy lies in the negative-energy space
  obtain ⟨a, ha⟩ := hn.complete (y - β *ᵥ y) (by rw [Matrix.mulVec_sub, hy, neg_sub])
  have hrefl : ∀ i, star (n i) ⬝ᵥ (β *ᵥ y) = -(star (n i) ⬝ᵥ y) := by
    intro i
    have h1 := congrArg star (hn.neg i)
    rw [Matrix.star_mulVec, hβ.eq, star_neg] at h1
    rw [Matrix.dotProduct_mulVec, h1, neg_dotProduct]
  -- its coefficients are twice those of y
  have hcoef : ∀ i, a i = 2 * (star (n i) ⬝ᵥ y) := by
    intro i
    have h1 : star (n i) ⬝ᵥ (y - β *ᵥ y) = a i := by
      rw [ha, dotProduct_sum]
      simp [dotProduct_smul, hn.orthonormal]
    rw [dotProduct_sub, hrefl] at h1
    linear_combination -h1
  rw [ha, dotProduct_sum, Finset.sum_div]
  refine Finset.sum_congr rfl fun i _ => ?_
  rw [dotProduct_smul, smul_eq_mul, hcoef]
  ring
```

The Lean proof follows the same route: `hn.complete` supplies the coefficients, `hrefl` is the Hermiticity step and `hcoef` finds a_i.

The step turns on how Mathlib moves a matrix across an inner product. `Matrix.dotProduct_mulVec` only regroups: it lets the matrix act on the left factor as a row vector, with no conjugation. `Matrix.star_mulVec` turns the conjugate of a matrix-vector product into a row vector times the conjugate transpose. Together they give ⟨βn_i, y⟩ = ⟨n_i, β†y⟩, and `hβ.eq` replaces β† by β. The same pair later moves V onto u.

Each hypothesis matters. For β = 0, where β² = 1 fails, there are no −1 eigenvectors and the sum is empty, while the right side is ⟨x, y⟩/2. If β is an involution but not Hermitian, (1 − β)/2 is an oblique projector, which no orthonormal sum reproduces. If the n_i are orthonormal but incomplete, the sum projects onto their span only.

## An odd coupling and a nonzero c

An odd operator anticommutes with β, and so it couples upper components only to lower ones, as α·A does. With c ≠ 0 the factors c² cancel. Apply the projector formula with x = V†u and y = Wv, and use βW = −Wβ:

S(V, W; u, v) = ⟨u, V(Wv − βWv)⟩/4 = ⟨u, VW(v + βv)⟩/4.

Only W has to be odd; V, u and v are arbitrary.

```lean
/-- For an odd operator `W` and arbitrary `V`, `u`, `v`, the negative-energy sum equals
`⟨u, V W (v + βv)⟩ / 4`. -/
theorem negativeSum_eq {β V W : Matrix m m ℂ} {n : ι → m → ℂ} (hβ : β.IsHermitian)
    (hsq : β * β = 1) (hn : IsNegativeBasis β n) (hW : β * W = -(W * β))
    {c : ℝ} (hc : c ≠ 0) (u v : m → ℂ) :
    negativeSum n c V W u v = matEl u (V * W) (v + β *ᵥ v) / 4 := by
  have hc' : (c : ℂ) ≠ 0 := Complex.ofReal_ne_zero.mpr hc
  have h1 : ∀ x, matEl u ((c : ℂ) • V) x = c * (star (Vᴴ *ᵥ u) ⬝ᵥ x) := by
    intro x
    rw [matEl, Matrix.smul_mulVec, dotProduct_smul, smul_eq_mul, Matrix.star_mulVec,
      Matrix.conjTranspose_conjTranspose, Matrix.dotProduct_mulVec]
  have h2 : ∀ x, matEl x ((c : ℂ) • W) v = c * (star x ⬝ᵥ (W *ᵥ v)) := by
    intro x
    rw [matEl, Matrix.smul_mulVec, dotProduct_smul, smul_eq_mul]
  -- moving β past the odd operator W changes the sign
  have h3 : β *ᵥ (W *ᵥ v) = -(W *ᵥ (β *ᵥ v)) := by
    rw [Matrix.mulVec_mulVec, hW, Matrix.neg_mulVec, Matrix.mulVec_mulVec]
  have h4 : negativeSum n c V W u v =
      (∑ i, (star (Vᴴ *ᵥ u) ⬝ᵥ n i) * (star (n i) ⬝ᵥ (W *ᵥ v))) / 2 := by
    rw [negativeSum, Finset.sum_div]
    refine Finset.sum_congr rfl fun i _ => ?_
    rw [h1, h2]
    field_simp
  rw [h4, negative_projector hβ hsq hn, h3, sub_neg_eq_add, ← Matrix.mulVec_add,
    Matrix.star_mulVec, Matrix.conjTranspose_conjTranspose, ← Matrix.dotProduct_mulVec,
    Matrix.mulVec_mulVec, matEl]
  ring
```

Here `h1` and `h2` extract the factors of c, `h3` is the anticommutation step, and `h4` cancels c² and brings the sum into the form that `negative_projector` needs.

Without oddness the formula fails: for V = W = 1 and a nonzero upper spinor u = v, the sum is zero, but the right side is ⟨u, u⟩/2. For c = 0, Lean's convention for division by zero would make the sum zero.

## A spinor with only upper components

The condition βv = v neglects the small component of an electronic state, as in the leading nonrelativistic description. Then v + βv = 2v, and

S(V, W; u, v) = ⟨u, VWv⟩/2.

```lean
/-- If `βv = v`, the negative-energy sum closes to `⟨u, V W v⟩ / 2`. -/
theorem negativeSum_upper {β V W : Matrix m m ℂ} {n : ι → m → ℂ} (hβ : β.IsHermitian)
    (hsq : β * β = 1) (hn : IsNegativeBasis β n) (hW : β * W = -(W * β))
    {c : ℝ} (hc : c ≠ 0) (u : m → ℂ) {v : m → ℂ} (hv : β *ᵥ v = v) :
    negativeSum n c V W u v = matEl u (V * W) v / 2 := by
  rw [negativeSum_eq hβ hsq hn hW hc, hv, matEl, matEl, Matrix.mulVec_add, dotProduct_add]
  ring
```

The proof rewrites βv as v and collects the two equal terms. Without this hypothesis the previous formula still applies, and for a purely lower v it gives zero.

## A Hermitian perturbation

Hermiticity of V makes it an observable coupling. It also gives ⟨u, cV n_i⟩ = ⟨n_i, cV u⟩*, so that with W = V and v = u each product is a squared modulus:

Σ_i |⟨n_i, cV u⟩|²/(2c²) = ⟨u, V²u⟩/2.

```lean
/-- For a Hermitian odd `V` and `βu = u`, the sum over negative-energy states of
`|⟨n, cV u⟩|² / (2c²)` equals `⟨u, V² u⟩ / 2`. -/
theorem sum_sq_eq {β V : Matrix m m ℂ} {n : ι → m → ℂ} (hβ : β.IsHermitian)
    (hsq : β * β = 1) (hn : IsNegativeBasis β n) (hV : V.IsHermitian)
    (hodd : β * V = -(V * β)) {c : ℝ} (hc : c ≠ 0) {u : m → ℂ} (hu : β *ᵥ u = u) :
    ((∑ i, ‖matEl (n i) ((c : ℂ) • V) u‖ ^ 2 / (2 * c ^ 2) : ℝ) : ℂ)
      = matEl u (V * V) u / 2 := by
  rw [← negativeSum_upper hβ hsq hn hodd hc u hu, negativeSum]
  push_cast
  refine Finset.sum_congr rfl fun i _ => ?_
  have hcV : ((c : ℂ) • V)ᴴ = (c : ℂ) • V := by
    rw [Matrix.conjTranspose_smul, hV.eq]
    simp
  -- Hermiticity makes the two matrix elements complex conjugates
  have h1 : matEl u ((c : ℂ) • V) (n i) = star (matEl (n i) ((c : ℂ) • V) u) := by
    have h := Matrix.star_dotProduct u (((c : ℂ) • V) *ᵥ n i)
    rw [Matrix.star_mulVec, hcV, ← Matrix.dotProduct_mulVec] at h
    exact h
  have h2 : star (matEl (n i) ((c : ℂ) • V) u) * matEl (n i) ((c : ℂ) • V) u
      = (‖matEl (n i) ((c : ℂ) • V) u‖ : ℂ) ^ 2 := Complex.conj_mul' _
  rw [h1, h2]
```

The left side is a real sum regarded as a complex number, so the equation also shows that the right side is real. In the proof, `h1` is the conjugation step and `h2` identifies the product with the squared modulus.

If V is odd but not Hermitian, the sum of squared moduli gives ⟨u, V†Vu⟩/2 instead. In two dimensions, a V that maps the upper unit vector to the lower one and the lower one to zero has V² = 0, yet the sum for the upper unit vector is 1/2.

## A real vector potential and a unit spinor

Replacing p by p + A in the kinetic term cα·p (electron charge −1, no factor 1/c attached to A) gives the perturbation cα·A, so V = α·A = Σ_k A_k α_k. The Dirac matrices are in the standard representation and A is a constant real vector. In the convention p + A/c the result below reads |A|²/(2c²).

```lean
/-- The Dirac matrix `β` in the standard representation. -/
def diracBeta : Matrix (Fin 4) (Fin 4) ℂ :=
  !![1, 0, 0, 0; 0, 1, 0, 0; 0, 0, -1, 0; 0, 0, 0, -1]

/-- The three Dirac matrices `α` in the standard representation. -/
def alpha : Fin 3 → Matrix (Fin 4) (Fin 4) ℂ :=
  ![!![0, 0, 0, 1; 0, 0, 1, 0; 0, 1, 0, 0; 1, 0, 0, 0],
    !![0, 0, 0, -Complex.I; 0, 0, Complex.I, 0; 0, -Complex.I, 0, 0; Complex.I, 0, 0, 0],
    !![0, 0, 1, 0; 0, 0, 0, -1; 1, 0, 0, 0; 0, -1, 0, 0]]

/-- The magnetic coupling `α·A` for a real vector `A`. -/
def alphaDot (A : Fin 3 → ℝ) : Matrix (Fin 4) (Fin 4) ℂ := ∑ k, (A k : ℂ) • alpha k
```

Reality of A makes α·A Hermitian. The other requirements on β and V are properties of the explicit matrices, checked entry by entry.

```lean
/-- The Dirac `β` is a Hermitian involution, and `α·A` is Hermitian and anticommutes with it. -/
theorem dirac_relations (A : Fin 3 → ℝ) :
    diracBeta.IsHermitian ∧ diracBeta * diracBeta = 1 ∧ (alphaDot A).IsHermitian ∧
      diracBeta * alphaDot A = -(alphaDot A * diracBeta) := by
  refine ⟨?_, ?_, ?_, ?_⟩ <;> ext i j <;> fin_cases i <;> fin_cases j <;>
    simp [diracBeta, alphaDot, alpha, Matrix.mul_apply, Fin.sum_univ_three, Fin.sum_univ_four]
```

By hand, α_k α_l + α_l α_k = 2δ_kl gives

(α·A)(α·B) + (α·B)(α·A) = 2 A·B.

Lean compares all sixteen entries, using i² = −1 for the product of the y components.

```lean
/-- The anticommutator of `α·A` and `α·B` is `2 A·B`. -/
theorem alphaDot_anticomm (A B : Fin 3 → ℝ) :
    alphaDot A * alphaDot B + alphaDot B * alphaDot A
      = (2 * ((A ⬝ᵥ B : ℝ) : ℂ)) • (1 : Matrix (Fin 4) (Fin 4) ℂ) := by
  ext i j
  fin_cases i <;> fin_cases j <;>
    simp [alphaDot, alpha, dotProduct, Fin.sum_univ_three] <;>
    first
    | ring1
    | linear_combination (-2 * (A 1 : ℂ) * (B 1 : ℂ)) * Complex.I_sq
```

Setting B = A gives (α·A)² = |A|². With ⟨u, u⟩ = 1, the sum is therefore |A|²/2.

```lean
/-- For a unit spinor with `βu = u`, the negative-energy sum with `V = α·A` is the
diamagnetic term `|A|² / 2`. -/
theorem dirac_diamagnetic {n : ι → Fin 4 → ℂ} (hn : IsNegativeBasis diracBeta n)
    (A : Fin 3 → ℝ) {c : ℝ} (hc : c ≠ 0) {u : Fin 4 → ℂ} (hu : diracBeta *ᵥ u = u)
    (hunit : star u ⬝ᵥ u = 1) :
    ∑ i, ‖matEl (n i) ((c : ℂ) • alphaDot A) u‖ ^ 2 / (2 * c ^ 2) = (A ⬝ᵥ A) / 2 := by
  obtain ⟨hβ, hsq, hV, hodd⟩ := dirac_relations A
  apply Complex.ofReal_injective
  refine (sum_sq_eq hβ hsq hn hV hodd hc hu).trans ?_
  have h := congrArg (fun M => matEl u M u) (alphaDot_anticomm A A)
  simp only [matEl, Matrix.add_mulVec, dotProduct_add, Matrix.smul_mulVec,
    Matrix.one_mulVec, dotProduct_smul, smul_eq_mul, hunit] at h
  rw [matEl, Complex.ofReal_div, Complex.ofReal_ofNat]
  linear_combination h / 4
```

The proof passes to complex numbers, applies `sum_sq_eq` and inserts the anticommutator. Without normalisation the value would be |A|²⟨u, u⟩/2. For a complex A, α·A need not be Hermitian: A = (1, i, 0) has A·A = 0, although α·A is not zero.

A shielding calculation combines two vector potentials, that of an external field and that of a nuclear moment. Those vary in space, whereas A and B here are constant vectors, which carry no magnetic field. In this simplified model the cross term is the sum of both orderings:

S(α·A, α·B; u, v) + S(α·B, α·A; u, v) = A·B ⟨u, v⟩.

Here v must be upper, while u is arbitrary and neither needs unit norm.

```lean
/-- For two vector potentials `A` and `B` and `βv = v`, the symmetrised negative-energy sum
is `A·B ⟨u, v⟩`. -/
theorem dirac_two_fields {n : ι → Fin 4 → ℂ} (hn : IsNegativeBasis diracBeta n)
    (A B : Fin 3 → ℝ) {c : ℝ} (hc : c ≠ 0) (u : Fin 4 → ℂ) {v : Fin 4 → ℂ}
    (hv : diracBeta *ᵥ v = v) :
    negativeSum n c (alphaDot A) (alphaDot B) u v
      + negativeSum n c (alphaDot B) (alphaDot A) u v
      = ((A ⬝ᵥ B : ℝ) : ℂ) * (star u ⬝ᵥ v) := by
  obtain ⟨hβ, hsq, -, hA⟩ := dirac_relations A
  obtain ⟨-, -, -, hB⟩ := dirac_relations B
  rw [negativeSum_upper hβ hsq hn hB hc u hv, negativeSum_upper hβ hsq hn hA hc u hv]
  have h := congrArg (fun M => matEl u M v) (alphaDot_anticomm A B)
  simp only [matEl, Matrix.add_mulVec, dotProduct_add, Matrix.smul_mulVec,
    Matrix.one_mulVec, dotProduct_smul, smul_eq_mul] at h
  rw [matEl, matEl]
  linear_combination h / 2
```

Each ordering is closed by `negativeSum_upper`, and the anticommutator combines them. A single ordering would also contain a spin-dependent term in A × B, which cancels in the symmetrised sum.

The basis hypothesis is satisfied by the two lower unit spinors. For completeness, βx = −x forces x₀ = −x₀ and x₁ = −x₁, so both upper components vanish and the other two serve as coefficients.

```lean
/-- The two lower unit spinors form an orthonormal basis of the `-1` eigenspace of the
Dirac `β`. -/
theorem isNegativeBasis_witness :
    IsNegativeBasis diracBeta (![![0, 0, 1, 0], ![0, 0, 0, 1]] : Fin 2 → Fin 4 → ℂ) where
  neg := by
    intro i
    ext j
    fin_cases i <;> fin_cases j <;>
      simp [diracBeta, Matrix.mulVec, dotProduct, Fin.sum_univ_four]
  orthonormal := by
    intro i j
    fin_cases i <;> fin_cases j <;> simp [dotProduct, Fin.sum_univ_four]
  complete := by
    intro x h
    -- the upper components must vanish
    have h0 : x 0 = -x 0 := by
      have := congrFun h 0
      simpa [diracBeta, Matrix.mulVec, dotProduct, Fin.sum_univ_four] using this
    have h1 : x 1 = -x 1 := by
      have := congrFun h 1
      simpa [diracBeta, Matrix.mulVec, dotProduct, Fin.sum_univ_four] using this
    have h0' : x 0 = 0 := by linear_combination h0 / 2
    have h1' : x 1 = 0 := by linear_combination h1 / 2
    refine ⟨![x 2, x 3], ?_⟩
    ext j
    fin_cases j <;> simp [Fin.sum_univ_two, h0', h1']

end

end DiamagneticClosure
```

```lean
#print axioms DiamagneticClosure.dirac_diamagnetic
#print axioms DiamagneticClosure.dirac_two_fields
```

```
'DiamagneticClosure.dirac_diamagnetic' depends on axioms: [propext, Classical.choice, Quot.sound]
'DiamagneticClosure.dirac_two_fields' depends on axioms: [propext, Classical.choice, Quot.sound]
```

## The diamagnetic part of a four-component response calculation

The Dirac Hamiltonian is linear in A and has no explicit A² term. In four-component calculations of shieldings or magnetisabilities that keep this linear form and use field-independent basis functions, the diamagnetic contribution comes largely from the response that mixes occupied orbitals with negative-energy ones. Replacing those energy differences by 2c² and closing the sum over a complete set of lower states turns this part into an expectation value; the identity works this out for one electron, a constant A and a spinor without small component, with the gap 2c² assumed.

The completeness hypothesis corresponds to a practical basis-set requirement. In this model, an incomplete orthonormal set of lower states gives ‖P(α·A)u‖²/2, where P projects onto its span. The diamagnetic term is then too small whenever (α·A)u has a part outside that span. Magnetically balanced small-component basis sets are built to represent the analogue of this vector for a spatially varying A, which restricted kinetic balance may describe poorly.
